# Counting the product states of two atoms by axial angular momentum

Leaving spin aside, two atoms with orbital angular momenta $L_1\ge L_2$ have exactly $\min(2L_2+1,\;L_1+L_2-|M|+1)$ product states whose projections on the molecular axis add up to $M$, for every integer $M$ with $|M|\le L_1+L_2$. For $M\ge 0$ the second entry is simply $L_1+L_2-M+1$.

```lean
import Mathlib

open Finset

namespace DiatomicTermCount

/-- The product states of two atoms with orbital momenta `L1` and `L2`, labelled by their
projections `(m1, m2)` on the molecular axis, whose total projection is `M`. -/
noncomputable def productStates (L1 L2 : ℕ) (M : ℤ) : Finset (ℤ × ℤ) :=
  (Icc (-(L1 : ℤ)) (L1 : ℤ) ×ˢ Icc (-(L2 : ℤ)) (L2 : ℤ)).filter (fun m => m.1 + m.2 = M)

/-- At fixed total projection `M` the states are counted by the projection `m2` of the second
atom, which runs over the window where both `m2` and `M - m2` are allowed. -/
theorem card_eq_window (L1 L2 : ℕ) (M : ℤ) :
    (productStates L1 L2 M).card =
      (Icc (max (-(L2 : ℤ)) (M - L1)) (min (L2 : ℤ) (M + L1))).card := by
  -- the state is recovered from `m2` as `(M - m2, m2)`
  have himage : productStates L1 L2 M =
      (Icc (max (-(L2 : ℤ)) (M - L1)) (min (L2 : ℤ) (M + L1))).image
        (fun m => (M - m, m)) := by
    ext ⟨a, b⟩
    simp only [productStates, mem_filter, mem_product, mem_Icc, mem_image, Prod.mk.injEq]
    constructor
    · intro h
      exact ⟨b, by omega, by omega, rfl⟩
    · rintro ⟨m, h, h1, h2⟩
      omega
  rw [himage]
  apply card_image_of_injective
  intro x y hxy
  exact congrArg Prod.snd hxy

/-- For `L1 ≥ L2` and `|M| ≤ L1 + L2`, the number of states with axial angular momentum `M`
formed from the two atoms is the smaller of `2 L2 + 1` and `L1 + L2 - |M| + 1`. -/
theorem card_productStates {L1 L2 : ℕ} {M : ℤ} (h : L2 ≤ L1)
    (hM : |M| ≤ (L1 : ℤ) + L2) :
    ((productStates L1 L2 M).card : ℤ) =
      min (2 * (L2 : ℤ) + 1) ((L1 : ℤ) + L2 - |M| + 1) := by
  rw [card_eq_window, Int.card_Icc]
  rcases abs_cases M with ⟨habs, _⟩ | ⟨habs, _⟩ <;> omega

/-- The two atoms form a state of axial angular momentum `M` exactly when
`|M| ≤ L1 + L2`. -/
theorem productStates_nonempty_iff (L1 L2 : ℕ) (M : ℤ) :
    (productStates L1 L2 M).Nonempty ↔ |M| ≤ (L1 : ℤ) + L2 := by
  rw [← card_pos, card_eq_window, Int.card_Icc]
  rcases abs_cases M with ⟨habs, _⟩ | ⟨habs, _⟩ <;> omega

/-- There are as many states with axial angular momentum `-M` as with `M`. -/
theorem card_productStates_neg (L1 L2 : ℕ) (M : ℤ) :
    (productStates L1 L2 (-M)).card = (productStates L1 L2 M).card := by
  rw [card_eq_window, card_eq_window, Int.card_Icc, Int.card_Icc]
  omega

/-- For `L1 ≥ L2`, the number of states with axial angular momentum `M` equals `2 L2 + 1`
exactly when `|M| ≤ L1 - L2`. -/
theorem card_eq_max_iff {L1 L2 : ℕ} (h : L2 ≤ L1) (M : ℤ) :
    (productStates L1 L2 M).card = 2 * L2 + 1 ↔ |M| ≤ (L1 : ℤ) - L2 := by
  rw [card_eq_window, Int.card_Icc]
  rcases abs_cases M with ⟨habs, _⟩ | ⟨habs, _⟩ <;> omega

/-- Summed over all axial angular momenta from `-(L1 + L2)` to `L1 + L2`, the counts give
all `(2 L1 + 1) (2 L2 + 1)` product states of the two atoms. -/
theorem sum_card_all (L1 L2 : ℕ) :
    ∑ M ∈ Icc (-((L1 : ℤ) + L2)) ((L1 : ℤ) + L2), (productStates L1 L2 M).card =
      (2 * L1 + 1) * (2 * L2 + 1) := by
  have hfib := Finset.card_eq_sum_card_fiberwise
    (f := fun m : ℤ × ℤ => m.1 + m.2)
    (s := Icc (-(L1 : ℤ)) (L1 : ℤ) ×ˢ Icc (-(L2 : ℤ)) (L2 : ℤ))
    (t := Icc (-((L1 : ℤ) + L2)) ((L1 : ℤ) + L2))
    (by
      intro m hm
      simp only [Finset.mem_coe, Finset.mem_product, Finset.mem_Icc] at hm ⊢
      omega)
  unfold productStates
  rw [← hfib, card_product, Int.card_Icc, Int.card_Icc]
  congr 1 <;> omega

/-- Twice the sum of `min n (n + d - Λ)` over the natural numbers `Λ < d + n` is
`n (n + 1) + 2 d n`. For `n ≥ 1` the summand stays at `n` up to `Λ = d` and then falls by one per
unit of `Λ` down to one. -/
theorem two_mul_sum_plateau (n d : ℕ) :
    2 * ∑ Λ ∈ range (d + n), min (n : ℤ) ((n : ℤ) + (d : ℤ) - (Λ : ℤ)) =
      (n : ℤ) * (n + 1) + 2 * (d : ℤ) * n := by
  -- the staircase alone
  have tri : ∀ k : ℕ, 2 * ∑ i ∈ range k, ((k : ℤ) - (i : ℤ)) = (k : ℤ) * (k + 1) := by
    intro k
    induction k with
    | zero => simp
    | succ k ih =>
      have hshift : ∑ i ∈ range k, (((k + 1 : ℕ) : ℤ) - ((i + 1 : ℕ) : ℤ)) =
          ∑ i ∈ range k, ((k : ℤ) - (i : ℤ)) :=
        sum_congr rfl (fun i _ => by omega)
      rw [sum_range_succ', hshift]
      push_cast
      linarith
  induction d with
  | zero =>
    have hstair : ∑ i ∈ range n, min (n : ℤ) ((n : ℤ) + ((0 : ℕ) : ℤ) - (i : ℤ)) =
        ∑ i ∈ range n, ((n : ℤ) - (i : ℤ)) :=
      sum_congr rfl (fun i _ => by omega)
    rw [Nat.zero_add, hstair, tri, Nat.cast_zero]
    ring
  | succ d ih =>
    -- lengthening the plateau by one step adds `n`
    have hshift : ∑ i ∈ range (d + n),
        min (n : ℤ) ((n : ℤ) + ((d + 1 : ℕ) : ℤ) - ((i + 1 : ℕ) : ℤ)) =
        ∑ i ∈ range (d + n), min (n : ℤ) ((n : ℤ) + (d : ℤ) - (i : ℤ)) :=
      sum_congr rfl (fun i _ => by omega)
    have hfirst : min (n : ℤ) ((n : ℤ) + ((d + 1 : ℕ) : ℤ) - ((0 : ℕ) : ℤ)) = n := by
      omega
    rw [show d + 1 + n = (d + n) + 1 by omega, sum_range_succ', hshift, hfirst]
    push_cast
    linarith

/-- For `L1 ≥ L2`, the numbers of states with axial angular momentum `Λ = 0, 1, ..., L1 + L2`
add up to `(2 L2 + 1) (L1 + 1)`. -/
theorem sum_card_terms {L1 L2 : ℕ} (h : L2 ≤ L1) :
    ∑ Λ ∈ range (L1 + L2 + 1), (productStates L1 L2 (Λ : ℤ)).card =
      (2 * L2 + 1) * (L1 + 1) := by
  obtain ⟨d, rfl⟩ := Nat.exists_eq_add_of_le h
  -- each count is a plateau of height `2 L2 + 1` followed by a staircase
  have key : ∀ Λ ∈ range (L2 + d + L2 + 1),
      ((productStates (L2 + d) L2 (Λ : ℤ)).card : ℤ) =
        min ((2 * L2 + 1 : ℕ) : ℤ) (((2 * L2 + 1 : ℕ) : ℤ) + (d : ℤ) - (Λ : ℤ)) := by
    intro Λ hΛ
    rw [mem_range] at hΛ
    rw [card_eq_window, Int.card_Icc]
    omega
  have hsum := two_mul_sum_plateau (2 * L2 + 1) d
  apply Nat.cast_injective (R := ℤ)
  rw [Nat.cast_sum, sum_congr rfl key, show L2 + d + L2 + 1 = d + (2 * L2 + 1) by ring]
  push_cast at hsum ⊢
  linarith

end DiatomicTermCount
```

```lean
#print axioms DiatomicTermCount.productStates_nonempty_iff
#print axioms DiatomicTermCount.card_eq_max_iff
#print axioms DiatomicTermCount.sum_card_all
#print axioms DiatomicTermCount.sum_card_terms
```

```
'DiatomicTermCount.productStates_nonempty_iff' depends on axioms: [propext, Classical.choice, Quot.sound]
'DiatomicTermCount.card_eq_max_iff' depends on axioms: [propext, Classical.choice, Quot.sound]
'DiatomicTermCount.sum_card_all' depends on axioms: [propext, Classical.choice, Quot.sound]
'DiatomicTermCount.sum_card_terms' depends on axioms: [propext, Classical.choice, Quot.sound]
```

## States as pairs of integers

A product state $|m_1,m_2\rangle$ is labelled by the projections of the two orbital momenta on the axis, in units of $\hbar$. In Lean it is an element of `ℤ × ℤ`. The set `productStates L1 L2 M` starts from all pairs with $-L_1\le m_1\le L_1$ and $-L_2\le m_2\le L_2$, and keeps those with $m_1+m_2=M$. Its `card` is the number of states.

The momenta `L1` and `L2` are natural numbers, while `M` is an integer of either sign. The main theorem, `card_productStates`, assumes `L2 ≤ L1` and `|M| ≤ L1 + L2`, and compares the count with the formula in the integers, so the subtraction has its ordinary meaning.

Five further theorems describe how the counts are distributed:

- `productStates_nonempty_iff`: states exist exactly when $|M|\le L_1+L_2$, whichever momentum is larger.
- `card_productStates_neg`: $M$ and $-M$ have equally many states.
- `card_eq_max_iff`: for $L_1\ge L_2$, the count is $2L_2+1$ exactly when $|M|\le L_1-L_2$.
- `sum_card_all`: the counts over all $M$ add up to $(2L_1+1)(2L_2+1)$.
- `sum_card_terms`: for $L_1\ge L_2$, the counts over $\Lambda=0,\dots,L_1+L_2$ add up to $(2L_2+1)(L_1+1)$.

## From projections to molecular terms

In a diatomic molecule the electrostatic field is axially symmetric, so without spin–orbit coupling $M$ remains a good quantum number as the atoms approach, although $L_1$ and $L_2$ do not. A spatial term with $\Lambda=|M|>0$ contains one state with $+\Lambda$ and one with $-\Lambda$; a $\Sigma$ term, with $\Lambda=0$, contains one state. The number of states with $M=\Lambda$ is therefore the number of terms of that $\Lambda$, and the last sum is the total number of spatial terms. This reading is the physical interpretation of the count; the Lean objects are only the pairs of integers.

For two unlike atoms, each in a level of definite $L$ and with spin–orbit coupling neglected, the formula tells an electronic-structure calculation how many terms of each $\Lambda$ to expect at a given dissociation limit, for each total spin that the two atomic spins can form. The model contains no spin, does not separate $\Sigma^+$ from $\Sigma^-$, and has no $g/u$ symmetry for like nuclei. It says nothing about energies.

## The window of allowed $m_2$

Fix $M$. Since $m_1=M-m_2$, a state is determined by $m_2$ alone. The condition $-L_1\le M-m_2\le L_1$ is the same as $M-L_1\le m_2\le M+L_1$. Together with $-L_2\le m_2\le L_2$ it gives the window

$$\max(-L_2,\,M-L_1)\;\le\; m_2\;\le\;\min(L_2,\,M+L_1).$$

Let $L_1\ge L_2$ and $0\le M\le L_1+L_2$. Then $M+L_1\ge L_2$, so the upper end is $L_2$, and the number of integers in the window is

$$L_2-\max(-L_2,\,M-L_1)+1=\min(2L_2+1,\;L_1+L_2-M+1).$$

Replacing $m_2$ by $-m_2$ turns the window for $M$ into the one for $-M$. This proves the symmetry and extends the formula to negative $M$.

The window is nonempty exactly when $M-L_1\le L_2$ and $-L_2\le M+L_1$, which together say $|M|\le L_1+L_2$. For $L_1\ge L_2$ it contains all $2L_2+1$ values of $m_2$ exactly when $M-L_1\le -L_2$ and $L_2\le M+L_1$, which together say $|M|\le L_1-L_2$.

In Lean, `card_eq_window` writes the set of states as the image of the window under $m\mapsto(M-m,m)$. This map is injective because its second component returns $m$, so the two sets have the same size. The four theorems on individual counts then use `Int.card_Icc` for the number of integers in an interval. Where $|M|$ occurs, `abs_cases` splits by the sign of $M$, and `omega` settles the remaining linear inequalities.

## Adding up the counts

Every pair $(m_1,m_2)$ has exactly one sum, and that sum lies between $-(L_1+L_2)$ and $L_1+L_2$. Sorting the pairs by their sum therefore neither loses nor repeats any, and the total is $(2L_1+1)(2L_2+1)$. The proof of `sum_card_all` does this sorting with `Finset.card_eq_sum_card_fiberwise`.

For the sum over $\Lambda$, put $n=2L_2+1$ and $d=L_1-L_2$. The count at $\Lambda$ is $\min(n,\,n+d-\Lambda)$, with $\Lambda=0,\dots,d+n-1$. The first $d$ values of $\Lambda$ contribute $n$ each, and the remaining ones contribute $n,n-1,\dots,1$. Hence

$$\sum_{\Lambda=0}^{L_1+L_2}\min(n,\,n+d-\Lambda)=dn+\frac{n(n+1)}2
=n\Bigl(d+\frac{n+1}{2}\Bigr)=(2L_2+1)(L_1+1),$$

because $(n+1)/2=L_2+1$.

The lemma `two_mul_sum_plateau` proves twice this identity, which avoids the division. Its inner statement `tri` evaluates the staircase by induction: going from $k$ to $k+1$ puts a new first term $k+1$ in front of the old sum. A second induction, on $d$, lengthens the plateau by one term $n$ at a time. In both, `sum_range_succ'` splits off the first term and shifts the index of the rest. Finally, `sum_card_terms` writes $L_1=L_2+d$, identifies each count with the plateau-and-staircase expression in `key`, and applies the lemma with $n=2L_2+1$.
